# The overlap of a coherent phonon state lowered j times with the same state lowered k times is conj(α)ʲ αᵏ

For a single phonon mode, take the normalised coherent state with complex displacement α, whose number-basis amplitudes are exp(−|α|²/2) αⁿ/√(n!). The theorem `normally_ordered_moment` says that if the annihilation operator is applied j times to one copy and k times to another, the sum over n of the conjugated first amplitude times the second converges to conj(α)ʲ αᵏ. It holds for every complex α and all natural numbers j and k. The attempt shows by induction that m annihilations multiply the state by αᵐ, takes these factors out of each term, and is left with the sum of the squared moduli of the amplitudes, which must be 1.

This version doesn't compile in Lean 4 with Mathlib:

```lean
import Mathlib

open ComplexConjugate

namespace PhononCloud

noncomputable section

/-- The phonon annihilation operator acting on number-basis amplitudes. -/
def annihilate (c : ℕ → ℂ) : ℕ → ℂ :=
  fun n => ((√((n : ℝ) + 1) : ℝ) : ℂ) * c (n + 1)

/-- The number-basis amplitudes of the phonon cloud with complex displacement `α`. -/
def cloud (α : ℂ) : ℕ → ℂ :=
  fun n => ((Real.exp (-‖α‖ ^ 2 / 2) : ℝ) : ℂ) * α ^ n / ((√(n.factorial : ℝ) : ℝ) : ℂ)

/-- The weight `exp(-S) S^n / n!` of the `n`-phonon state at Huang-Rhys factor `S`. -/
def phononWeight (S : ℝ) (n : ℕ) : ℝ :=
  Real.exp (-S) * S ^ n / (n.factorial : ℝ)

/-- Annihilating one phonon multiplies the cloud by its displacement. -/
theorem annihilate_cloud (α : ℂ) : annihilate (cloud α) = α • cloud α := by
  funext n
  have hs : √((n + 1).factorial : ℝ) = √((n : ℝ) + 1) * √(n.factorial : ℝ) := by
    rw [Nat.factorial_succ]
    push_cast
    exact Real.sqrt_mul (by positivity) _
  have h1 : ((√((n : ℝ) + 1) : ℝ) : ℂ) ≠ 0 :=
    Complex.ofReal_ne_zero.2 (Real.sqrt_pos.2 (by positivity)).ne'
  have h2 : ((√(n.factorial : ℝ) : ℝ) : ℂ) ≠ 0 :=
    Complex.ofReal_ne_zero.2 (Real.sqrt_pos.2 (by positivity)).ne'
  simp only [annihilate, cloud, Pi.smul_apply, smul_eq_mul]
  rw [hs, Complex.ofReal_mul, pow_succ]
  field_simp
  ring

/-- The probability of finding `n` phonons in the cloud is the phonon weight at `S = |α|²`. -/
theorem norm_sq_cloud (α : ℂ) (n : ℕ) :
    ‖cloud α n‖ ^ 2 = phononWeight (‖α‖ ^ 2) n := by
  have he : Real.exp (-‖α‖ ^ 2 / 2) ^ 2 = Real.exp (-‖α‖ ^ 2) := by
    rw [← Real.exp_nat_mul]
    congr 1
    push_cast
    ring
  simp only [cloud, phononWeight, norm_div, norm_mul, norm_pow, Complex.norm_real,
    Real.norm_eq_abs, Real.abs_exp, abs_of_nonneg (Real.sqrt_nonneg (n.factorial : ℝ))]
  rw [div_pow, mul_pow, Real.sq_sqrt (by positivity), he]
  ring

/-- The generating function of the phonon number is `exp(S (z - 1))` for every complex `z`. -/
theorem generating_function (S : ℝ) (z : ℂ) :
    HasSum (fun n : ℕ => (phononWeight S n : ℂ) * z ^ n) (Complex.exp (S * (z - 1))) := by
  have h : HasSum (fun n : ℕ => ((S : ℂ) * z) ^ n / (n.factorial : ℂ))
      (Complex.exp (S * z)) := by
    rw [Complex.exp_eq_exp_ℂ]
    exact NormedSpace.expSeries_div_hasSum_exp _
  have hT : ∀ n : ℕ, (phononWeight S n : ℂ) * z ^ n =
      Complex.exp (-(S : ℂ)) * (((S : ℂ) * z) ^ n / (n.factorial : ℂ)) := by
    intro n
    simp only [phononWeight]
    push_cast
    rw [mul_pow]
    ring
  have hE : Complex.exp (S * (z - 1)) = Complex.exp (-(S : ℂ)) * Complex.exp (S * z) := by
    rw [← Complex.exp_add]
    congr 1
    ring
  rw [hE]
  simp only [hT]
  exact h.mul_left (Complex.exp (-(S : ℂ)))

/-- The phonon weights sum to one. -/
theorem hasSum_phononWeight (S : ℝ) : HasSum (phononWeight S) 1 := by
  have h := generating_function S 1
  simp only [one_pow, mul_one, sub_self, mul_zero, Complex.exp_zero] at h
  simpa only [Complex.reCLM_apply, Complex.ofReal_re, Complex.one_re] using
    Complex.reCLM.hasSum h

/-- The overlap of the cloud after `j` annihilations with the cloud after `k` annihilations
is `conj(α)^j α^k`. -/
theorem normally_ordered_moment (α : ℂ) (j k : ℕ) :
    HasSum (fun n : ℕ => conj (annihilate^[j] (cloud α) n) * annihilate^[k] (cloud α) n)
      (conj α ^ j * α ^ k) := by
  have hit : ∀ m : ℕ, annihilate^[m] (cloud α) = α ^ m • cloud α := by
    intro m
    induction m with
    | zero => simp
    | succ m ih =>
      rw [Function.iterate_succ_apply', ih]
      funext n
      have h := congrFun (annihilate_cloud α) n
      simp only [annihilate, Pi.smul_apply, smul_eq_mul] at h ⊢
      rw [pow_succ]
      linear_combination α ^ m * h
  have hn : HasSum (fun n : ℕ => ((‖cloud α n‖ ^ 2 : ℝ) : ℂ)) 1 := by
    simp only [norm_sq_cloud]
    exact_mod_cast hasSum_phononWeight (‖α‖ ^ 2)
  -- both powers of the annihilation operator become numbers
  have hterm : ∀ n : ℕ, conj (annihilate^[j] (cloud α) n) * annihilate^[k] (cloud α) n =
      conj α ^ j * α ^ k * ((‖cloud α n‖ ^ 2 : ℝ) : ℂ) := by
    intro n
    rw [hit j, hit k]
    simp only [Pi.smul_apply, smul_eq_mul, map_mul, map_pow]
    rw [Complex.ofReal_pow, ← Complex.conj_mul']
    ring
  simp only [hterm]
  simpa only [mul_one] using hn.mul_left (conj α ^ j * α ^ k)

end

end PhononCloud
```

The compiler's answer:

```
Main.lean:97:4: error: mod_cast has type
  HasSum (phononWeight (‖α‖ ^ 2)) 1
but is expected to have type
  HasSum (fun n => ↑(phononWeight (‖α‖ ^ 2) n)) 1
```

What went wrong. The error lies in the step `hn`, which says that the squared moduli, regarded as complex numbers, sum to 1. After `simp only [norm_sq_cloud]` the goal is about the phonon weights cast into ℂ, while `hasSum_phononWeight` is about the same weights in ℝ. The message shows these two statements side by side: the arrow `↑` in the expected type is the cast, and it is still there inside the summed function. `exact_mod_cast` was meant to remove that difference by normalising casts, but it did not turn the complex `HasSum` into the real one, so the types did not match.

The repair carries the sum across explicitly. `Complex.ofRealCLM` is the inclusion of ℝ in ℂ as a continuous linear map, and such a map takes a convergent sum to the sum of the images, which is what its `hasSum` provides. In the result, `Complex.ofRealCLM_apply` rewrites the map as the ordinary cast, and `Complex.ofReal_one` turns the cast of the real 1 into the complex 1, which gives the goal.

The mended proof, as a diff:

```diff
@@ -95,5 +95,6 @@
   have hn : HasSum (fun n : ℕ => ((‖cloud α n‖ ^ 2 : ℝ) : ℂ)) 1 := by
     simp only [norm_sq_cloud]
-    exact_mod_cast hasSum_phononWeight (‖α‖ ^ 2)
+    simpa only [Complex.ofRealCLM_apply, Complex.ofReal_one] using
+      Complex.ofRealCLM.hasSum (hasSum_phononWeight (‖α‖ ^ 2))
   -- both powers of the annihilation operator become numbers
   have hterm : ∀ n : ℕ, conj (annihilate^[j] (cloud α) n) * annihilate^[k] (cloud α) n =
```
